# Below $2k_F$, every truncated gradient expansion underestimates the Lindhard kinetic stiffness

Write the density change of a nearly uniform, non-interacting, spin-unpolarised electron gas in three dimensions at zero temperature as $\delta n(\mathbf r)=n(\mathbf r)-n_0=\sum_{\mathbf q}\delta n_{\mathbf q}e^{i\mathbf q\cdot\mathbf r}$. To second order in $\delta n$, its kinetic energy changes by a sum over $\mathbf q$ of $|\delta n_{\mathbf q}|^2$ times a kinetic kernel. If a truncated gradient expansion supplies the kernel, the kinetic cost of every mode with $0<q<2k_F$ comes out too low. The problems below establish this sign and bound the fourth-order error from below.

## The stiffness of the uniform gas

For the non-interacting, spin-unpolarised gas in three dimensions, with $k_F=(3\pi^2n_0)^{1/3}$, electron mass $m$ and volume $\Omega$, the second-order kinetic energy is

$$T^{(2)}=\frac{\Omega}{2}\,\frac{\pi^2\hbar^2}{m k_F}\sum_{\mathbf q\neq0}\frac{|\delta n_{\mathbf q}|^2}{F(x_{\mathbf q})},\qquad x_{\mathbf q}=\frac{q}{2k_F},$$

$$F(x)=\frac12+\frac{1-x^2}{4x}\ln\frac{1+x}{1-x}\qquad(0<x<1).$$

The prefactor $\pi^2\hbar^2/(mk_F)$ is the Thomas-Fermi stiffness, the inverse density of states at the Fermi level. The mode $q=0$ is absent because the electron number is fixed. For $x>1$ the formula for $F$ holds with the absolute value inside the logarithm, and $F(1)=\frac12$; the theorems below concern only $0<x<1$.

In Lean, `lindhard x` is $F(x)$, which is positive and dimensionless, whereas the textbook response function is negative and carries units. The reciprocal $G=1/F$ is `stiffness x`. The file starts from the formula for $F$; the step from the Fermi gas to this formula, and to $T^{(2)}$, is physics taken as input.

```lean
import Mathlib

open Finset

namespace KineticStiffness

noncomputable section

/-- The static Lindhard function of the uniform electron gas, normalised to one at long
wavelength, at reduced wavevector `x = q / (2 k_F)` with `0 < x < 1`. -/
def lindhard (x : ℝ) : ℝ :=
  1 / 2 + (1 - x ^ 2) * Real.log ((1 + x) / (1 - x)) / (4 * x)

/-- The kinetic stiffness in Thomas-Fermi units: the reciprocal of the Lindhard function,
for `0 < x < 1`. -/
def stiffness (x : ℝ) : ℝ := 1 / lindhard x
```

Two sequences are needed: $a_k=1/((2k+1)(2k+3))$, called `lossCoeff k`, and the expansion coefficients $c_n$ of the stiffness, called `stiffCoeff n` and defined recursively. The truncation $P_N(x)$, written `gradientExpansion N x`, keeps powers through $x^{2N}$, so fourth order means $N=2$. It expands only the second-order kernel $1/F$, not the full density functional.

```lean
/-- The coefficient of `x ^ (2 * (k + 1))` in the series of `1 - lindhard x`. -/
def lossCoeff (k : ℕ) : ℝ := 1 / ((2 * k + 1) * (2 * k + 3))

/-- The gradient-expansion coefficients of the stiffness, obtained order by order from those
of the Lindhard function by the recursion for a reciprocal series. -/
def stiffCoeff : ℕ → ℝ
  | 0 => 1
  | n + 1 => ∑ k : Fin (n + 1), lossCoeff k * stiffCoeff (n - k)
termination_by n => n
decreasing_by omega

/-- The gradient expansion of the stiffness through order `x ^ (2 * N)`. -/
def gradientExpansion (N : ℕ) (x : ℝ) : ℝ :=
  ∑ n ∈ range (N + 1), stiffCoeff n * x ^ (2 * n)
```

## (a) Sign of the loss coefficients

Show that $a_k>0$ for every $k\ge0$.

Both factors in the denominator are positive.

```lean
lemma lossCoeff_pos (k : ℕ) : 0 < lossCoeff k := by
  unfold lossCoeff
  positivity
```

## (b) The Thomas-Fermi term

Show that the expansion starts with $c_0=1$.

The long-wavelength limit of $F$ is one, and so is that of its reciprocal. In Lean this value is the first clause of the definition.

```lean
lemma stiffCoeff_zero : stiffCoeff 0 = 1 := by
  rw [stiffCoeff]
```

## (c) Coefficients order by order

Obtain the recursion

$$c_{n+1}=\sum_{k=0}^{n}a_k\,c_{n-k}.$$

Write $FG=1$ as $G=1+(1-F)G$. If $a_k$ multiplies $x^{2(k+1)}$ in $1-F$, as (g) confirms, comparing the coefficients of $x^{2(n+1)}$ gives the recursion. Lean takes it as the definition, and the lemma only restates it as a sum over a range; (j) shows that it produces the right series.

```lean
lemma stiffCoeff_succ (n : ℕ) :
    stiffCoeff (n + 1) = ∑ k ∈ range (n + 1), lossCoeff k * stiffCoeff (n - k) := by
  rw [stiffCoeff, Finset.sum_range]
```

## (d) Sign of the expansion coefficients

Show that $c_n>0$ for every $n$.

The first coefficient is one. If all coefficients up to $c_n$ are positive, the recursion writes $c_{n+1}$ as a non-empty sum of positive products. This is the strong induction in the proof.

```lean
/-- Every gradient-expansion coefficient of the stiffness is positive. -/
theorem stiffCoeff_pos (n : ℕ) : 0 < stiffCoeff n := by
  induction n using Nat.strong_induction_on with
  | _ n ih =>
    rcases n with _ | n
    · rw [stiffCoeff_zero]
      exact one_pos
    · rw [stiffCoeff_succ]
      exact Finset.sum_pos (fun k _ => mul_pos (lossCoeff_pos k) (ih (n - k) (by omega)))
        ⟨0, by simp⟩
```

## (e) The recursion with powers attached

Show that

$$c_{n+1}x^{2(n+1)}=\sum_{k=0}^{n}\bigl(a_kx^{2(k+1)}\bigr)\bigl(c_{n-k}x^{2(n-k)}\bigr).$$

Multiply (c) by $x^{2(n+1)}$ and split the exponent as $2(n+1)=2(k+1)+2(n-k)$, which is valid because $k\le n$.

```lean
lemma term_succ (x : ℝ) (n : ℕ) :
    stiffCoeff (n + 1) * x ^ (2 * (n + 1)) = ∑ k ∈ range (n + 1),
      (lossCoeff k * x ^ (2 * (k + 1))) * (stiffCoeff (n - k) * x ^ (2 * (n - k))) := by
  rw [stiffCoeff_succ, Finset.sum_mul]
  refine Finset.sum_congr rfl fun k hk => ?_
  have hk' := Finset.mem_range.mp hk
  have e : 2 * (n + 1) = 2 * (k + 1) + 2 * (n - k) := by omega
  rw [e, pow_add]
  ring
```

## (f) A response that never vanishes

Show that $F(x)>0$ for $0<x<1$.

Here $(1+x)/(1-x)>1$, so the logarithm is positive, as are $1-x^2$ and $4x$. The second term of $F$ is therefore positive, and the first is $1/2$.

```lean
/-- The Lindhard function is positive for `0 < x < 1`. -/
theorem lindhard_pos {x : ℝ} (h0 : 0 < x) (h1 : x < 1) : 0 < lindhard x := by
  have hL : 0 < Real.log ((1 + x) / (1 - x)) :=
    Real.log_pos (by rw [lt_div_iff₀ (by linarith)]; linarith)
  have h2 : 0 < 1 - x ^ 2 := by nlinarith
  have h3 := div_pos (mul_pos h2 hL) (by linarith : 0 < 4 * x)
  unfold lindhard
  linarith
```

## (g) The loss of response as a series

For $0<x<1$, derive

$$1-F(x)=\sum_{k=0}^{\infty}\frac{x^{2k+2}}{(2k+1)(2k+3)}.$$

Let $L=\ln\frac{1+x}{1-x}=2\sum_k\frac{x^{2k+1}}{2k+1}$. Then $F=\frac12+\frac{L}{4x}-\frac{xL}{4}$, with

$$\frac{L}{4x}=\frac12+\frac12\sum_k\frac{x^{2k+2}}{2k+3},\qquad \frac{xL}{4}=\frac12\sum_k\frac{x^{2k+2}}{2k+1}.$$

Subtracting, and using $\frac{1}{2k+1}-\frac1{2k+3}=\frac{2}{(2k+1)(2k+3)}$, gives the result. In the proof `h` is the logarithm series and `h'` the same series without its first term; `ef` matches the terms and `ev` the sums.

```lean
/-- For `0 < x < 1` the Lindhard function falls below one by the convergent series
`∑ x ^ (2 k + 2) / ((2 k + 1) (2 k + 3))`. -/
theorem lindhard_hasSum {x : ℝ} (h0 : 0 < x) (h1 : x < 1) :
    HasSum (fun k : ℕ => lossCoeff k * x ^ (2 * (k + 1))) (1 - lindhard x) := by
  have h := Real.hasSum_log_sub_log_of_abs_lt_one (abs_lt.mpr ⟨by linarith, h1⟩)
  have h' := (hasSum_nat_add_iff' 1).mpr h
  -- combine the logarithm series with its shifted copy
  have h3 := (h.mul_left (x / 4)).sub (h'.mul_left (1 / (4 * x)))
  have hx : x ≠ 0 := h0.ne'
  have ef : ∀ k : ℕ, lossCoeff k * x ^ (2 * (k + 1)) =
      x / 4 * (2 * (1 / (2 * (k : ℝ) + 1)) * x ^ (2 * k + 1)) -
        1 / (4 * x) * (2 * (1 / (2 * ((k + 1 : ℕ) : ℝ) + 1)) * x ^ (2 * (k + 1) + 1)) := by
    intro k
    have e1 : x ^ (2 * (k + 1)) = x ^ (2 * k) * x ^ 2 := by ring
    have e2 : x ^ (2 * (k + 1) + 1) = x ^ (2 * k) * x ^ 3 := by ring
    have e3 : x ^ (2 * k + 1) = x ^ (2 * k) * x := by ring
    have e4 : (2 * ((k : ℝ) + 1) + 1) = 2 * k + 3 := by ring
    have d1 : (2 * (k : ℝ) + 1) ≠ 0 := by positivity
    have d2 : (2 * (k : ℝ) + 3) ≠ 0 := by positivity
    simp only [lossCoeff, Nat.cast_add, Nat.cast_one, e1, e2, e3, e4]
    generalize x ^ (2 * k) = p
    field_simp
    ring
  have ev : 1 - lindhard x = x / 4 * (Real.log (1 + x) - Real.log (1 - x)) -
      1 / (4 * x) * (Real.log (1 + x) - Real.log (1 - x) -
        ∑ i ∈ range 1, 2 * (1 / (2 * (i : ℝ) + 1)) * x ^ (2 * i + 1)) := by
    have d1 : 1 + x ≠ 0 := (by linarith : 0 < 1 + x).ne'
    have d2 : 1 - x ≠ 0 := (by linarith : 0 < 1 - x).ne'
    simp only [lindhard, Real.log_div d1 d2, Finset.sum_range_one, Nat.cast_zero, mul_zero,
      zero_add, pow_one]
    field_simp
    ring
  rw [ev, funext ef]
  exact h3
```

## (h) A ceiling for the partial sums

Let $S_N=\sum_{n<N}c_nx^{2n}$. Show that $S_N\le G(x)$ for $0<x<1$ and every $N\ge0$.

The empty sum $S_0=0$ lies below $G>0$. Suppose the bound holds for all sums with at most $N$ terms. Using (e) and exchanging the order of summation,

$$S_{N+1}=1+\sum_{m<N}a_mx^{2(m+1)}S_{N-m}\le1+G\sum_{m<N}a_mx^{2(m+1)}\le1+(1-F)G=G.$$

The last inequality holds because a partial sum of the positive series in (g) cannot exceed its total. The `calc` block follows this chain, with `Finset.sum_range_diag_flip` making the exchange.

```lean
lemma partialSum_le {x : ℝ} (h0 : 0 < x) (h1 : x < 1) (N : ℕ) :
    ∑ n ∈ range N, stiffCoeff n * x ^ (2 * n) ≤ stiffness x := by
  have hF := lindhard_pos h0 h1
  have hG : 0 < stiffness x := one_div_pos.mpr hF
  have hm : lindhard x * stiffness x = 1 := mul_one_div_cancel hF.ne'
  have hpos : ∀ k : ℕ, 0 ≤ lossCoeff k * x ^ (2 * (k + 1)) := fun k =>
    mul_nonneg (lossCoeff_pos k).le (pow_nonneg h0.le _)
  induction N using Nat.strong_induction_on with
  | _ N ih =>
    rcases N with _ | N
    · simpa using hG.le
    · -- reorder the double sum, then bound each shorter truncation by the stiffness
      have key : ∑ m ∈ range N, stiffCoeff (m + 1) * x ^ (2 * (m + 1)) ≤ stiffness x - 1 :=
        calc
          _ = ∑ m ∈ range N, ∑ k ∈ range (m + 1), (lossCoeff k * x ^ (2 * (k + 1))) *
                (stiffCoeff (m - k) * x ^ (2 * (m - k))) :=
              Finset.sum_congr rfl fun m _ => term_succ x m
          _ = ∑ m ∈ range N, ∑ k ∈ range (N - m), (lossCoeff m * x ^ (2 * (m + 1))) *
                (stiffCoeff k * x ^ (2 * k)) :=
              Finset.sum_range_diag_flip N (fun k j =>
                (lossCoeff k * x ^ (2 * (k + 1))) * (stiffCoeff j * x ^ (2 * j)))
          _ ≤ ∑ m ∈ range N, (lossCoeff m * x ^ (2 * (m + 1))) * stiffness x :=
              Finset.sum_le_sum fun m _ => by
                rw [← Finset.mul_sum]
                exact mul_le_mul_of_nonneg_left (ih (N - m) (by omega)) (hpos m)
          _ = (∑ m ∈ range N, lossCoeff m * x ^ (2 * (m + 1))) * stiffness x :=
              (Finset.sum_mul _ _ _).symm
          _ ≤ (1 - lindhard x) * stiffness x :=
              mul_le_mul_of_nonneg_right
                (sum_le_hasSum _ (fun k _ => hpos k) (lindhard_hasSum h0 h1)) hG.le
          _ = stiffness x - 1 := by linear_combination -hm
      rw [Finset.sum_range_succ']
      simp only [stiffCoeff_zero, mul_zero, pow_zero, mul_one]
      linarith
```

## (i) Summing a reciprocal series

Let $f_k$ sum to $1-F$ with $F\neq0$, and let $g_n$ be summable with $g_0=1$ and $g_{n+1}=\sum_{k=0}^{n}f_kg_{n-k}$. Show that

$$\sum_{n=0}^\infty g_n=\frac1F.$$

In this lemma $F$ is any nonzero real number. Call the sum $S$. Sums are unconditional here, as in Mathlib's `HasSum`, so both series converge absolutely and the Cauchy product gives $\sum_n g_{n+1}=(1-F)S$. Hence $S=1+(1-F)S$, that is, $FS=1$.

```lean
lemma hasSum_reciprocal {f g : ℕ → ℝ} {F : ℝ} (hF : F ≠ 0) (hf : HasSum f (1 - F))
    (hg : Summable g) (hg0 : g 0 = 1)
    (hrec : ∀ n, g (n + 1) = ∑ k ∈ range (n + 1), f k * g (n - k)) :
    HasSum g (1 / F) := by
  -- the Cauchy product turns the recursion into `S = 1 + (1 - F) S`
  have hprod : (∑' n, f n) * ∑' n, g n = ∑' n, ∑ k ∈ range (n + 1), f k * g (n - k) :=
    tsum_mul_tsum_eq_tsum_sum_range_of_summable_norm
      (summable_norm_iff.mpr hf.summable) (summable_norm_iff.mpr hg)
  rw [hf.tsum_eq] at hprod
  have ht : ∑' n, g (n + 1) = (1 - F) * ∑' n, g n := by
    rw [hprod]
    exact tsum_congr hrec
  have hz : ∑' n, g n = g 0 + ∑' n, g (n + 1) := hg.tsum_eq_zero_add
  rw [ht, hg0] at hz
  have hS : ∑' n, g n = 1 / F := (eq_div_iff hF).mpr (by linear_combination hz)
  rw [← hS]
  exact hg.hasSum
```

## (j) Convergence to the stiffness

For $0<x<1$, show that

$$\sum_{n=0}^{\infty}c_nx^{2n}=\frac1{F(x)}.$$

The terms are positive by (d) and their partial sums are bounded by (h), so the series converges. Apply (i) with $f_k=a_kx^{2(k+1)}$ and $g_n=c_nx^{2n}$; the recursion it asks for is (e).

```lean
/-- For `0 < x < 1` the full gradient expansion converges to the kinetic stiffness. -/
theorem stiffness_hasSum {x : ℝ} (h0 : 0 < x) (h1 : x < 1) :
    HasSum (fun n : ℕ => stiffCoeff n * x ^ (2 * n)) (stiffness x) := by
  have hsum : Summable (fun n : ℕ => stiffCoeff n * x ^ (2 * n)) :=
    summable_of_sum_range_le
      (fun n => mul_nonneg (stiffCoeff_pos n).le (pow_nonneg h0.le _)) (partialSum_le h0 h1)
  have hstart : stiffCoeff 0 * x ^ (2 * 0) = 1 := by
    rw [stiffCoeff_zero, mul_zero, pow_zero, mul_one]
  unfold stiffness
  exact hasSum_reciprocal (lindhard_pos h0 h1).ne' (lindhard_hasSum h0 h1) hsum hstart
    (fun n => term_succ x n)
```

## (k) The sign of the truncation error

For $0<x<1$ and every $N\ge0$, show that $P_N(x)<G(x)$.

Since $P_N=S_{N+1}$ and the next term is positive, $P_N<S_{N+2}\le G$.

```lean
/-- For `0 < x < 1` the gradient expansion truncated at any finite order strictly
underestimates the kinetic stiffness. -/
theorem gradientExpansion_lt_stiffness {x : ℝ} (h0 : 0 < x) (h1 : x < 1) (N : ℕ) :
    gradientExpansion N x < stiffness x := by
  have h := partialSum_le h0 h1 (N + 1 + 1)
  rw [Finset.sum_range_succ] at h
  have hp := mul_pos (stiffCoeff_pos (N + 1)) (pow_pos h0 (2 * (N + 1)))
  unfold gradientExpansion
  linarith
```

## (l) Second, fourth and sixth order

Evaluate

$$c_1=\frac13,\qquad c_2=\frac8{45},\qquad c_3=\frac{104}{945}.$$

With $a_0=\frac13$, $a_1=\frac1{15}$ and $a_2=\frac1{35}$, the recursion gives

$$c_1=a_0,\qquad c_2=\frac19+\frac1{15},\qquad c_3=\frac8{135}+\frac1{45}+\frac1{35}.$$

The value $c_1=\frac13$ corresponds to one ninth of the von Weizsäcker term.

```lean
/-- The coefficients of second, fourth and sixth order are `1/3`, `8/45` and `104/945`. -/
theorem stiffCoeff_values :
    stiffCoeff 1 = 1 / 3 ∧ stiffCoeff 2 = 8 / 45 ∧ stiffCoeff 3 = 104 / 945 := by
  have c1 : stiffCoeff 1 = 1 / 3 := by
    have h := stiffCoeff_succ 0
    norm_num [Finset.sum_range_succ, lossCoeff, stiffCoeff_zero] at h
    linarith
  have c2 : stiffCoeff 2 = 8 / 45 := by
    have h := stiffCoeff_succ 1
    norm_num [Finset.sum_range_succ, lossCoeff, stiffCoeff_zero, c1] at h
    linarith
  have c3 : stiffCoeff 3 = 104 / 945 := by
    have h := stiffCoeff_succ 2
    norm_num [Finset.sum_range_succ, lossCoeff, stiffCoeff_zero, c1, c2] at h
    linarith
  exact ⟨c1, c2, c3⟩
```

## (m) The fourth-order deficit

For $0<x<1$, show that

$$\frac1{F(x)}-\Bigl(1+\frac{x^2}{3}+\frac{8x^4}{45}\Bigr)>\frac{104}{945}x^6.$$

This is (k) at $N=3$ with the values from (l), after moving the first three terms to the other side.

At $x=\frac12$, which is $q=k_F$, one finds $F=\frac12+\frac38\ln3\approx0.91198$ and $1/F\approx1.09652$. The fourth-order value is $1+\frac1{12}+\frac1{90}\approx1.09444$. The deficit is about $0.00207$, above the bound of $0.00172$.

```lean
/-- For `0 < x < 1` the fourth-order expansion `1 + x²/3 + 8x⁴/45` lies below the kinetic
stiffness by more than `104x⁶/945`. -/
theorem fourth_order_deficit {x : ℝ} (h0 : 0 < x) (h1 : x < 1) :
    104 / 945 * x ^ 6 < stiffness x - (1 + x ^ 2 / 3 + 8 * x ^ 4 / 45) := by
  obtain ⟨c1, c2, c3⟩ := stiffCoeff_values
  have h := gradientExpansion_lt_stiffness h0 h1 3
  norm_num [gradientExpansion, Finset.sum_range_succ, stiffCoeff_zero, c1, c2, c3] at h
  linarith
```

## (n) The energy of a density perturbation

Take finitely many modes $i\in s$ with $0<x_i<1$ and complex amplitudes $\delta_i$, not all zero. Show that

$$\sum_{i\in s}\Bigl(1+\frac{x_i^2}{3}+\frac{8x_i^4}{45}\Bigr)|\delta_i|^2<\sum_{i\in s}\frac{|\delta_i|^2}{F(x_i)}.$$

By (m) each term on the left is at most its partner on the right, and strictly smaller wherever $\delta_i\ne0$. At least one such mode exists, so the sums differ strictly; `Finset.sum_lt_sum` takes these two facts.

With $\delta_i=\delta n_{\mathbf q}$, multiplying by the positive prefactor of $T^{(2)}$ turns this into a statement about the second-order kinetic energy of the non-interacting gas. A density with components at $q\ge2k_F$ falls outside the hypotheses. Some upper limit on $x$ is needed: by the large-$x$ asymptotics of the Lindhard function, which are not formalised here, the stiffness grows only as $x^2$, so the fourth-order polynomial eventually overtakes it.

```lean
/-- For a density perturbation with finitely many Fourier amplitudes `δ i`, not all zero, at
reduced wavevectors between 0 and 1, the fourth-order expansion strictly underestimates the
stiffness-weighted sum of `‖δ i‖²`. -/
theorem fourth_order_energy_lt {ι : Type*} (s : Finset ι) (x : ι → ℝ) (δ : ι → ℂ)
    (hx : ∀ i ∈ s, 0 < x i ∧ x i < 1) (hδ : ∃ i ∈ s, δ i ≠ 0) :
    ∑ i ∈ s, (1 + x i ^ 2 / 3 + 8 * x i ^ 4 / 45) * ‖δ i‖ ^ 2 <
      ∑ i ∈ s, stiffness (x i) * ‖δ i‖ ^ 2 := by
  have hlt : ∀ i ∈ s, 1 + x i ^ 2 / 3 + 8 * x i ^ 4 / 45 < stiffness (x i) := fun i hi => by
    have h := fourth_order_deficit (hx i hi).1 (hx i hi).2
    have h6 := pow_pos (hx i hi).1 6
    linarith
  obtain ⟨j, hj, hj0⟩ := hδ
  exact Finset.sum_lt_sum
    (fun i hi => mul_le_mul_of_nonneg_right (hlt i hi).le (sq_nonneg _))
    ⟨j, hj, mul_lt_mul_of_pos_right (hlt j hj) (pow_pos (norm_pos_iff.mpr hj0) 2)⟩

end

end KineticStiffness
```

```lean
#print axioms KineticStiffness.stiffness_hasSum
-- 'KineticStiffness.stiffness_hasSum' depends on axioms: [propext, Classical.choice, Quot.sound]
#print axioms KineticStiffness.gradientExpansion_lt_stiffness
-- 'KineticStiffness.gradientExpansion_lt_stiffness' depends on axioms: [propext, Classical.choice, Quot.sound]
#print axioms KineticStiffness.fourth_order_energy_lt
-- 'KineticStiffness.fourth_order_energy_lt' depends on axioms: [propext, Classical.choice, Quot.sound]
```
